# Uncorrelated noise with the opposite commutator raises the position–momentum readout bound from ħ/2 to ħ

Take two qubits in the state $|00\rangle$. Let the signal be the pair $X_1, Y_1$ of Pauli operators on the first qubit, and let the noise be $X_2, -Y_2$ on the second. Then

$$X_1|00\rangle=|10\rangle,\quad Y_1|00\rangle=i|10\rangle,\quad X_2|00\rangle=|01\rangle,\quad -Y_2|00\rangle=-i|01\rangle .$$

All four vectors have norm 1. Since $[X_1,Y_1]=2iZ_1$ has expectation $2i$, the signal product $1\cdot 1$ already equals its lower limit, half the modulus of the commutator expectation. Now add the noise:

$$\|(X_1+X_2)|00\rangle\|=\||10\rangle+|01\rangle\|=\sqrt2,\qquad \|(Y_1-Y_2)|00\rangle\|=\|i|10\rangle-i|01\rangle\|=\sqrt2 .$$

The product is now 2. Signal and noise vectors are orthogonal, so their squared norms add, and the noise has a commutator bound of its own to pay.

For position and momentum, the readouts are $x+A$ and $p+B$, with noise operators $A$ and $B$. The setting is a complex inner-product space `E` of any dimension, complete or not. Observables are elements of `Module.End ℂ E`, linear maps defined on all of `E`; for unbounded operators, `E` is read as a common invariant domain, such as the Schwartz functions.

```lean
import Mathlib

open Complex Matrix

namespace JointMeasurementUncertainty

noncomputable section

variable {E : Type*} [NormedAddCommGroup E] [InnerProductSpace ℂ E]
```

## Each pair obeys its own commutator bound

`IsSymmetric` means $\langle xu,w\rangle=\langle u,xw\rangle$ for all $u,w$. Suppose $\langle v,[x,p]v\rangle=ic$ with $c$ real. Moving one operator to the left in each term gives

$$ic=\langle xv,pv\rangle-\langle pv,xv\rangle .$$

The triangle inequality and Cauchy–Schwarz then give $|c|\le 2\|xv\|\|pv\|$. The vector $v$ need not be normalised here; $c$ is simply the matrix element as written. In the proof, `h1` is the triangle inequality, and `h2` and `h3` are the two uses of Cauchy–Schwarz.

```lean
/-- The product of the norms of `x v` and `p v` is at least half the modulus of the
expectation of the commutator of `x` and `p`. -/
theorem half_commutator_le {x p : Module.End ℂ E} (hx : x.IsSymmetric) (hp : p.IsSymmetric)
    {v : E} {c : ℝ} (h : inner ℂ v (x (p v) - p (x v)) = I * (c : ℂ)) :
    |c| / 2 ≤ ‖x v‖ * ‖p v‖ := by
  have hc : ‖I * (c : ℂ)‖ = |c| := by
    rw [norm_mul, Complex.norm_I, one_mul, Complex.norm_real, Real.norm_eq_abs]
  -- move one operator to the left slot in each half of the commutator
  rw [inner_sub_right, ← hx v (p v), ← hp v (x v)] at h
  have h1 := norm_sub_le (inner ℂ (x v) (p v)) (inner ℂ (p v) (x v))
  rw [h, hc] at h1
  have h2 := norm_inner_le_norm (𝕜 := ℂ) (x v) (p v)
  have h3 := norm_inner_le_norm (𝕜 := ℂ) (p v) (x v)
  nlinarith
```

## Uncorrelated noise adds in squares

For vectors $a,b$ we have $\|a+b\|^2=\|a\|^2+2\,\mathrm{Re}\langle a,b\rangle+\|b\|^2$. The middle term vanishes when the real part of the overlap does.

```lean
/-- If signal and noise are uncorrelated, their mean squares add. -/
theorem uncorrelated_norm_sq {a b : E} (h : (inner ℂ a b).re = 0) :
    ‖a + b‖ ^ 2 = ‖a‖ ^ 2 + ‖b‖ ^ 2 := by
  have h1 := norm_add_sq (𝕜 := ℂ) a b
  have h2 : RCLike.re (inner ℂ a b) = 0 := h
  rw [h2] at h1
  linarith
```

Apply this with $a=xv$, $b=Av$, and again with $a=pv$, $b=Bv$. The hypothesis $\mathrm{Re}\langle xv,Av\rangle=0$ says that the symmetrised correlation of signal and noise is zero. It holds, for example, when the noise lives on a separate system, the joint state is a product, and the noise has zero mean.

Write $r_x=\|xv\|$, $r_p=\|pv\|$, $r_A=\|Av\|$, $r_B=\|Bv\|$. Multiplying the two sums and regrouping gives

$$(r_x^2+r_A^2)(r_p^2+r_B^2)=(r_xr_p+r_Ar_B)^2+(r_xr_B-r_Ar_p)^2 .$$

```lean
/-- For uncorrelated noise, the squared product of the readout norms is the square of the sum of the
signal and noise products plus the square of a mismatch term. -/
theorem readout_product_sq {x p A B : Module.End ℂ E} {v : E}
    (hxA : (inner ℂ (x v) (A v)).re = 0) (hpB : (inner ℂ (p v) (B v)).re = 0) :
    (‖(x + A) v‖ * ‖(p + B) v‖) ^ 2 =
      (‖x v‖ * ‖p v‖ + ‖A v‖ * ‖B v‖) ^ 2 + (‖x v‖ * ‖B v‖ - ‖A v‖ * ‖p v‖) ^ 2 := by
  rw [LinearMap.add_apply, LinearMap.add_apply, mul_pow, uncorrelated_norm_sq hxA,
    uncorrelated_norm_sq hpB]
  ring
```

## The general bound and when it is attained

Let the noise satisfy $\langle v,[A,B]v\rangle=id$ with $d$ real. Dropping the last square and using the commutator bound for each pair,

$$\|(x+A)v\|\,\|(p+B)v\|\ \ge\ r_xr_p+r_Ar_B\ \ge\ \frac{|c|+|d|}{2}.$$

The Lean proof argues by contradiction: a product below the bound would lie below $r_xr_p+r_Ar_B$, and squaring would contradict the identity.

```lean
/-- For uncorrelated noise, the product of the readout norms is at least half the sum of the moduli
of the signal and noise commutator expectations. -/
theorem readout_bound {x p A B : Module.End ℂ E}
    (hx : x.IsSymmetric) (hp : p.IsSymmetric) (hA : A.IsSymmetric) (hB : B.IsSymmetric)
    {v : E} {c d : ℝ} (hc : inner ℂ v (x (p v) - p (x v)) = I * (c : ℂ))
    (hd : inner ℂ v (A (B v) - B (A v)) = I * (d : ℂ))
    (hxA : (inner ℂ (x v) (A v)).re = 0) (hpB : (inner ℂ (p v) (B v)).re = 0) :
    (|c| + |d|) / 2 ≤ ‖(x + A) v‖ * ‖(p + B) v‖ := by
  have h1 := half_commutator_le hx hp hc
  have h2 := half_commutator_le hA hB hd
  have h3 := readout_product_sq hxA hpB
  have h0 : 0 ≤ ‖(x + A) v‖ * ‖(p + B) v‖ := by positivity
  by_contra hlt
  have h4 : ‖(x + A) v‖ * ‖(p + B) v‖ < ‖x v‖ * ‖p v‖ + ‖A v‖ * ‖B v‖ := by
    linarith [not_le.mp hlt]
  have h5 := pow_lt_pow_left₀ h4 h0 two_ne_zero
  linarith [sq_nonneg (‖x v‖ * ‖B v‖ - ‖A v‖ * ‖p v‖)]
```

Equality requires both steps of this chain to be equalities. The first forces $r_xr_B=r_Ar_p$. The second forces $r_xr_p=|c|/2$ and $r_Ar_B=|d|/2$, because neither product can fall below its own limit to compensate for the other. Conversely, inserting these three equations into the identity returns the bound. In the code, `h6` shows that the mismatch square is zero, and `h7` then identifies the sum of products with the bound.

```lean
/-- The readout bound is attained exactly when signal and noise each attain their own commutator
bound and their norms are in the same proportion. -/
theorem readout_bound_eq_iff {x p A B : Module.End ℂ E}
    (hx : x.IsSymmetric) (hp : p.IsSymmetric) (hA : A.IsSymmetric) (hB : B.IsSymmetric)
    {v : E} {c d : ℝ} (hc : inner ℂ v (x (p v) - p (x v)) = I * (c : ℂ))
    (hd : inner ℂ v (A (B v) - B (A v)) = I * (d : ℂ))
    (hxA : (inner ℂ (x v) (A v)).re = 0) (hpB : (inner ℂ (p v) (B v)).re = 0) :
    ‖(x + A) v‖ * ‖(p + B) v‖ = (|c| + |d|) / 2 ↔
      ‖x v‖ * ‖p v‖ = |c| / 2 ∧ ‖A v‖ * ‖B v‖ = |d| / 2 ∧
        ‖x v‖ * ‖B v‖ = ‖A v‖ * ‖p v‖ := by
  have h1 := half_commutator_le hx hp hc
  have h2 := half_commutator_le hA hB hd
  have h3 := readout_product_sq hxA hpB
  have hK : 0 ≤ (|c| + |d|) / 2 := by positivity
  constructor
  · intro h
    rw [h] at h3
    have h4 : (|c| + |d|) / 2 ≤ ‖x v‖ * ‖p v‖ + ‖A v‖ * ‖B v‖ := by linarith
    have h5 := pow_le_pow_left₀ hK h4 2
    -- the mismatch term has no room left
    have h6 : (‖x v‖ * ‖B v‖ - ‖A v‖ * ‖p v‖) ^ 2 = 0 :=
      le_antisymm (by linarith) (sq_nonneg _)
    rw [h6, add_zero] at h3
    have h7 := (pow_left_inj₀ hK (hK.trans h4) two_ne_zero).mp h3
    exact ⟨by linarith, by linarith, sub_eq_zero.mp (pow_eq_zero_iff two_ne_zero |>.mp h6)⟩
  · rintro ⟨h4, h5, h6⟩
    rw [h4, h5, h6, sub_self] at h3
    refine (pow_left_inj₀ (by positivity) hK two_ne_zero).mp ?_
    rw [h3]
    ring
```

## Why the noise has the opposite commutator

Two readouts that are to be measured jointly should commute. Expanding,

$$[x+A,\,p+B]=[x,p]+[x,B]+[A,p]+[A,B].$$

If the left side is zero, the mixed commutators vanish and $[x,p]=i\hbar$, then $[A,B]=-i\hbar$. The noise compensates for the incompatibility of the signal.

```lean
/-- If the two readouts commute and the noise of each commutes with the other signal, the noise
operators have the opposite commutator to position and momentum. -/
theorem noise_commutator {x p A B : Module.End ℂ E} {ħ : ℝ}
    (hxp : x * p - p * x = (I * (ħ : ℂ)) • 1) (hxB : x * B - B * x = 0)
    (hAp : A * p - p * A = 0) (hread : (x + A) * (p + B) - (p + B) * (x + A) = 0) :
    A * B - B * A = (-(I * (ħ : ℂ))) • 1 := by
  have h : A * B - B * A = ((x + A) * (p + B) - (p + B) * (x + A)) - (x * p - p * x)
      - (x * B - B * x) - (A * p - p * A) := by noncomm_ring
  rw [h, hread, hxp, hxB, hAp, neg_smul, zero_sub, sub_zero, sub_zero]
```

The bound below takes $[A,B]=-i\hbar$ directly as a hypothesis, so it covers any uncorrelated noise with that commutator, whether or not the readouts commute.

## Position and momentum

For a unit vector, an exact commutator fixes the expectation needed above: $\langle v,i\hbar\,v\rangle=i\hbar\|v\|^2=i\hbar$. In Lean, `*` is composition of operators and `1` is the identity.

```lean
/-- In a unit state, a canonical commutator has the corresponding imaginary expectation. -/
theorem commutator_expectation {x p : Module.End ℂ E} {c : ℝ} {v : E} (hv : ‖v‖ = 1)
    (h : x * p - p * x = (I * (c : ℂ)) • 1) :
    inner ℂ v (x (p v) - p (x v)) = I * (c : ℂ) := by
  have h1 : x (p v) - p (x v) = (I * (c : ℂ)) • v := LinearMap.congr_fun h v
  rw [h1, inner_smul_right, inner_self_eq_norm_sq_to_K, hv]
  simp
```

Put $c=\hbar$ and $d=-\hbar$ in the general bound. Then $(|\hbar|+|\hbar|)/2=|\hbar|\ge\hbar$, so

$$\|(x+A)v\|\,\|(p+B)v\|\ge\hbar .$$

Here `ħ` is any real number, standing for the physical constant; setting it to 1 gives the bound in natural units. On a nonzero finite-dimensional space the canonical commutator is impossible for $\hbar\ne0$, because a commutator has trace zero and $i\hbar\,1$ does not.

```lean
-- For `ħ ≠ 0`, exact canonical commutators have no instance on a nonzero finite-dimensional space;
-- the two-qubit witness below therefore addresses `readout_bound`.

/-- For a canonical pair in a unit state, with uncorrelated noise of opposite commutator, the
product of the root-mean-square readouts is at least `ħ`. -/
theorem joint_measurement_bound {x p A B : Module.End ℂ E}
    (hx : x.IsSymmetric) (hp : p.IsSymmetric) (hA : A.IsSymmetric) (hB : B.IsSymmetric)
    {ħ : ℝ} (hxp : x * p - p * x = (I * (ħ : ℂ)) • 1)
    (hAB : A * B - B * A = (-(I * (ħ : ℂ))) • 1) {v : E} (hv : ‖v‖ = 1)
    (hxA : (inner ℂ (x v) (A v)).re = 0) (hpB : (inner ℂ (p v) (B v)).re = 0) :
    ħ ≤ ‖(x + A) v‖ * ‖(p + B) v‖ := by
  have hAB' : A * B - B * A = (I * ((-ħ : ℝ) : ℂ)) • 1 := by
    rw [hAB, Complex.ofReal_neg, mul_neg]
  have h := readout_bound hx hp hA hB (commutator_expectation hv hxp)
    (commutator_expectation hv hAB') hxA hpB
  rw [abs_neg] at h
  linarith [le_abs_self ħ]
```

## Deviations from a reference value

For a unit vector, the norms so far are root-mean-square values about zero. For spreads about real numbers $s$ and $t$, replace $x$ by $x-s$ and $p$ by $p-t$. Symmetry survives because $s$ and $t$ are real.

```lean
/-- Subtracting a real reference value from an observable leaves it symmetric. -/
theorem shift_symmetric {x : Module.End ℂ E} (hx : x.IsSymmetric) (s : ℝ) :
    (x - (s : ℂ) • (1 : Module.End ℂ E)).IsSymmetric := by
  intro a b
  change inner ℂ (x a - (s : ℂ) • a) b = inner ℂ a (x b - (s : ℂ) • b)
  rw [inner_sub_left, inner_sub_right, inner_smul_left, inner_smul_right,
    Complex.conj_ofReal, hx a b]
```

The commutator is unchanged, since multiples of the identity commute with everything. The correlation becomes

$$\mathrm{Re}\langle(x-s)v,Av\rangle=\mathrm{Re}\langle xv,Av\rangle-s\,\mathrm{Re}\langle v,Av\rangle,$$

which vanishes if the noise is also unbiased, $\mathrm{Re}\langle v,Av\rangle=0$; the same holds for $p$ and $B$. In the proof, `hcomm` and `hcorr` are these two facts, and `e` rewrites $(x-s+A)v$ as $(x+A)v-sv$.

```lean
/-- For a canonical pair in a unit state, with uncorrelated and unbiased noise of opposite
commutator, the product of the root-mean-square deviations of the readouts from any real reference
values `s` and `t` is at least `ħ`. -/
theorem joint_measurement_bound_centred {x p A B : Module.End ℂ E}
    (hx : x.IsSymmetric) (hp : p.IsSymmetric) (hA : A.IsSymmetric) (hB : B.IsSymmetric)
    {ħ : ℝ} (hxp : x * p - p * x = (I * (ħ : ℂ)) • 1)
    (hAB : A * B - B * A = (-(I * (ħ : ℂ))) • 1) {v : E} (hv : ‖v‖ = 1)
    (hxA : (inner ℂ (x v) (A v)).re = 0) (hpB : (inner ℂ (p v) (B v)).re = 0)
    (hA0 : (inner ℂ v (A v)).re = 0) (hB0 : (inner ℂ v (B v)).re = 0) (s t : ℝ) :
    ħ ≤ ‖(x + A) v - (s : ℂ) • v‖ * ‖(p + B) v - (t : ℂ) • v‖ := by
  -- real shifts drop out of the commutator and, for unbiased noise, of the correlations
  have hcomm : (x - (s : ℂ) • 1) * (p - (t : ℂ) • 1) - (p - (t : ℂ) • 1) * (x - (s : ℂ) • 1)
      = (I * (ħ : ℂ)) • (1 : Module.End ℂ E) := by
    rw [← hxp]
    simp only [sub_mul, mul_sub, smul_mul_assoc, mul_smul_comm, one_mul, mul_one]
    module
  have hcorr : ∀ (y N : Module.End ℂ E) (r : ℝ), (inner ℂ (y v) (N v)).re = 0 →
      (inner ℂ v (N v)).re = 0 → (inner ℂ ((y - (r : ℂ) • 1) v) (N v)).re = 0 := by
    intro y N r h1 h2
    change (inner ℂ (y v - (r : ℂ) • v) (N v)).re = 0
    rw [inner_sub_left, inner_smul_left, Complex.conj_ofReal, Complex.sub_re,
      Complex.re_ofReal_mul, h1, h2, mul_zero, sub_zero]
  have h := joint_measurement_bound (shift_symmetric hx s) (shift_symmetric hp t) hA hB
    hcomm hAB hv (hcorr x A s hxA hA0) (hcorr p B t hpB hB0)
  have e : ∀ (y N : Module.End ℂ E) (r : ℝ),
      (y - (r : ℂ) • 1 + N) v = (y + N) v - (r : ℂ) • v := by
    intro y N r
    change y v - (r : ℂ) • v + N v = y v + N v - (r : ℂ) • v
    abel
  rwa [e, e] at h
```

With $s=\langle v,xv\rangle$ and $t=\langle v,pv\rangle$, the two factors are the standard deviations of the readouts. This bears on the joint measurement of two quadratures in quantum optics, within the model of additive, unbiased and uncorrelated noise.

In a phase-space simulation, Gaussian noise from an independent ancilla appears as an extra random draw. Take one mode with $\hbar=1$ and with position and momentum scaled so that their vacuum variances are equal. In a coherent state the Wigner function is then a Gaussian of variance $1/2$ in each coordinate. A joint readout with a vacuum ancilla is simulated by adding to each sampled coordinate an independent zero-mean Gaussian number of variance $1/2$. The variances become $1$, the samples follow the Husimi function, and the product of standard deviations is $1$ instead of $1/2$.

## The two-qubit case in matrices

The opening example is built in the basis $|00\rangle,|01\rangle,|10\rangle,|11\rangle$. A four-by-four matrix acts on column vectors:

```lean
/-- The operator on two-qubit states given by a four-by-four matrix. -/
def qubitOp (M : Matrix (Fin 4) (Fin 4) ℂ) : Module.End ℂ (EuclideanSpace ℂ (Fin 4)) where
  toFun u := WithLp.toLp 2 (M *ᵥ u.ofLp)
  map_add' u w := by simp [Matrix.mulVec_add]
  map_smul' c u := by simp [Matrix.mulVec_smul]
```

The signal operators $X_1$ and $Y_1$ exchange the first two basis states with the last two, with phases for $Y_1$.

```lean
/-- Pauli X on the first qubit. -/
def sigX : Module.End ℂ (EuclideanSpace ℂ (Fin 4)) :=
  qubitOp !![0, 0, 1, 0; 0, 0, 0, 1; 1, 0, 0, 0; 0, 1, 0, 0]

/-- Pauli Y on the first qubit. -/
def sigP : Module.End ℂ (EuclideanSpace ℂ (Fin 4)) :=
  qubitOp !![0, 0, -I, 0; 0, 0, 0, -I; I, 0, 0, 0; 0, I, 0, 0]
```

The noise operators $X_2$ and $-Y_2$ act within each of those two blocks.

```lean
/-- Pauli X on the second qubit. -/
def noiseX : Module.End ℂ (EuclideanSpace ℂ (Fin 4)) :=
  qubitOp !![0, 1, 0, 0; 1, 0, 0, 0; 0, 0, 0, 1; 0, 0, 1, 0]

/-- Minus Pauli Y on the second qubit. -/
def noiseP : Module.End ℂ (EuclideanSpace ℂ (Fin 4)) :=
  qubitOp !![0, I, 0, 0; -I, 0, 0, 0; 0, 0, 0, I; 0, 0, -I, 0]
```

The state is $|00\rangle$.

```lean
/-- The first basis state of two qubits. -/
def ground : EuclideanSpace ℂ (Fin 4) := WithLp.toLp 2 ![1, 0, 0, 0]
```

The commutator expectations are $c=2$ and $d=-2$, so the general bound is $(2+2)/2=2$, which is the product computed at the start. The hypotheses of `readout_bound` are therefore satisfiable and its constant is attained. The readouts $X_1+X_2$ and $Y_1-Y_2$ do not commute as operators: their commutator is $2i(Z_1-Z_2)$, which gives zero on $|00\rangle$. The example thus tests the bound that uses expectations, and not the one for canonical commutators.

The proof computes the two norms $\sqrt2$ first, then checks symmetry, commutator expectations and correlations entry by entry.

```lean
/-- The two-qubit operators and state meet the hypotheses of `readout_bound` with commutator
expectations `2i` and `-2i`, and their readout product is `2`. -/
theorem readout_bound_witness :
    (sigX.IsSymmetric ∧ sigP.IsSymmetric ∧ noiseX.IsSymmetric ∧ noiseP.IsSymmetric) ∧
    inner ℂ ground (sigX (sigP ground) - sigP (sigX ground)) = I * ((2 : ℝ) : ℂ) ∧
    inner ℂ ground (noiseX (noiseP ground) - noiseP (noiseX ground)) = I * ((-2 : ℝ) : ℂ) ∧
    (inner ℂ (sigX ground) (noiseX ground)).re = 0 ∧
    (inner ℂ (sigP ground) (noiseP ground)).re = 0 ∧
    ‖(sigX + noiseX) ground‖ * ‖(sigP + noiseP) ground‖ = 2 := by
  have h1 : ‖(sigX + noiseX) ground‖ = √2 := by
    rw [EuclideanSpace.norm_eq]
    congr 1
    simp [sigX, noiseX, ground, qubitOp, Fin.sum_univ_four, dotProduct]
    norm_num
  have h2 : ‖(sigP + noiseP) ground‖ = √2 := by
    rw [EuclideanSpace.norm_eq]
    congr 1
    simp [sigP, noiseP, ground, qubitOp, Fin.sum_univ_four, dotProduct]
    norm_num
  refine ⟨⟨?_, ?_, ?_, ?_⟩, ?_, ?_, ?_, ?_, ?_⟩
  iterate 4
    · intro u w
      simp [sigX, sigP, noiseX, noiseP, qubitOp, PiLp.inner_apply, Fin.sum_univ_four,
        dotProduct]
      try ring
  iterate 4
    · simp [sigX, sigP, noiseX, noiseP, ground, qubitOp, PiLp.inner_apply, Fin.sum_univ_four,
        dotProduct] <;> ring
  · rw [h1, h2]
    exact Real.mul_self_sqrt (by norm_num)

end

end JointMeasurementUncertainty
```

```lean
#print axioms JointMeasurementUncertainty.readout_bound_eq_iff
#print axioms JointMeasurementUncertainty.noise_commutator
#print axioms JointMeasurementUncertainty.joint_measurement_bound_centred
```

```
'JointMeasurementUncertainty.readout_bound_eq_iff' depends on axioms: [propext, Classical.choice, Quot.sound]
'JointMeasurementUncertainty.noise_commutator' depends on axioms: [propext, Classical.choice, Quot.sound]
'JointMeasurementUncertainty.joint_measurement_bound_centred' depends on axioms: [propext, Classical.choice, Quot.sound]
```
